# Curtin-Hammett limit for two conformers: fast exchange gives the product ratio exp(β(G₂ − G₁))

A selectivity calculation often takes two transition-state free energies, subtracts them and exponentiates the difference, without using the free energies of the reactant conformers. For two conformers that react irreversibly to different products, this step is justified in the limit of fast exchange between them.

Let A react to C over a transition state of free energy G₁, and B to D over one of free energy G₂. The conformers have free energies G_A and G_B, and β is the inverse thermal energy. In units of a common reaction prefactor, the rates are

k_AB = R exp(βG_A),  k_BA = R exp(βG_B)

k_AC = exp(β(G_A − G₁)),  k_BD = exp(β(G_B − G₂))

The reaction rates have the transition-state-theory form with equal prefactors. The positive parameter R sets the speed of exchange, and the exchange rates satisfy detailed balance. If A and B interconvert over a transition state of free energy G_ex with the same prefactor, then R = exp(−βG_ex). The value of R alone depends on the zero of energy, and fast exchange means that G_ex lies many times 1/β below G₁ and G₂. If a fraction q of the molecules starts as A and 1 − q as B, the probabilities p_C and p_D of ending in C and D satisfy, for every R > 0,

p_C/p_D = exp(β(G₂ − G₁)) · (R + q exp(−βG₂)) / (R + (1 − q) exp(−βG₁))

As R → ∞ the last fraction tends to 1, for pure A (q = 1) as for any other mixture.

## Selectivity from computed barriers

In a code the limit is one line, `ratio = exp(beta*(G2 - G1))`, and the fraction of product C is `1/(1 + exp(-beta*(G2 - G1)))`. The difference should be taken before the exponential, because Boltzmann factors of total electronic energies can overflow. Both free energies need the same reference, and β must match their units.

Whether exchange is fast enough can be read from the rates. Since k_BD/k_BA = exp(−βG₂)/R and k_AC/k_AB = exp(−βG₁)/R, the exact ratio is the limiting value times

(1 + q k_BD/k_BA) / (1 + (1 − q) k_AC/k_AB)

For pure A the relative deviation from the limit is k_BD/k_BA: what matters is how fast B returns to A compared with how fast it reacts. A kinetic Monte Carlo program can be tested on this network by comparing its product counts with the exact ratio.

## From branching ratios to the product ratio

Follow the molecule from jump to jump. From A it goes to B with probability k_AB/(k_AB + k_AC) and otherwise to C. From B it goes to A with probability k_BA/(k_BA + k_BD) and otherwise to D. Let A_n, B_n, C_n, D_n be the populations after n jumps, with A_0 = q, B_0 = 1 − q and C_0 = D_0 = 0.

**The conformers disappear.** Let ρ be the larger of the two exchange probabilities. All rates are positive, so ρ < 1. Each jump multiplies a conformer population by at most ρ while passing it to the other conformer, so A_n and B_n lie between 0 and ρⁿ and tend to zero.

**A weighted sum is conserved.** Define

Δ = k_AC k_BA + k_AC k_BD + k_AB k_BD

S_n = Δ C_n + k_AC(k_BA + k_BD) A_n + k_AC k_BA B_n

Divided by Δ, the weights of A_n and B_n are the chances of ending in C from A and from B. After one jump, the coefficient of B_n is k_AC(k_BA + k_BD) · k_BA/(k_BA + k_BD) = k_AC k_BA, as before. The coefficient of A_n is

k_AC(Δ + k_AB k_BA)/(k_AB + k_AC) = k_AC(k_BA + k_BD)

because Δ + k_AB k_BA = (k_AB + k_AC)(k_BA + k_BD). Hence S_n = S_0 = k_AC(k_BA + q k_BD). Exchanging the roles of the conformers gives the sum for D:

Δ D_n + k_AB k_BD A_n + k_BD(k_AB + k_AC) B_n = k_BD(k_AB + (1 − q)k_AC)

**The yields follow.** With A_n and B_n gone,

p_C = k_AC(k_BA + q k_BD)/Δ

p_D = k_BD(k_AB + (1 − q)k_AC)/Δ

**The conformer energies cancel.** Inserting the rates, both numerators contain exp(β(G_A + G_B)):

p_C Δ = exp(β(G_A + G_B)) exp(−βG₁) (R + q exp(−βG₂))

p_D Δ = exp(β(G_A + G_B)) exp(−βG₂) (R + (1 − q) exp(−βG₁))

Their quotient is the exact ratio. Its last fraction equals

1 + (q exp(−βG₂) − (1 − q) exp(−βG₁)) / (R + (1 − q) exp(−βG₁))

which tends to 1 as R → ∞. For R → 0⁺ and q < 1, the exact ratio tends instead to exp(β(G₂ − G₁)) · q exp(−βG₂)/((1 − q) exp(−βG₁)) = q/(1 − q), the initial conformer ratio.

## The Lean file

```lean
import Mathlib

open Filter Topology

namespace CurtinHammett

noncomputable section

/-- Rate constants of the network C ← A ⇌ B → D. -/
structure Rates where
  AB : ℝ
  BA : ℝ
  AC : ℝ
  BD : ℝ

/-- All four rate constants are positive. -/
structure Rates.Pos (k : Rates) : Prop where
  AB : 0 < k.AB
  BA : 0 < k.BA
  AC : 0 < k.AC
  BD : 0 < k.BD

/-- Probabilities of finding the molecule as A, B, C or D. -/
structure Population where
  A : ℝ
  B : ℝ
  C : ℝ
  D : ℝ

/-- One jump of the Markov chain: each conformer converts or reacts with probability
proportional to the rate, while the products C and D stay as they are. -/
def jump (k : Rates) (p : Population) : Population where
  A := p.B * (k.BA / (k.BA + k.BD))
  B := p.A * (k.AB / (k.AB + k.AC))
  C := p.C + p.A * (k.AC / (k.AB + k.AC))
  D := p.D + p.B * (k.BD / (k.BA + k.BD))

/-- The populations after `n` jumps, starting with a fraction `q` of A and `1 - q` of B. -/
def population (k : Rates) (q : ℝ) : ℕ → Population
  | 0 => ⟨q, 1 - q, 0, 0⟩
  | n + 1 => jump k (population k q n)

/-- `pC` and `pD` are the probabilities of absorption in C and in D: the limits of the
product populations after many jumps. -/
structure IsYield (k : Rates) (q pC pD : ℝ) : Prop where
  C : Tendsto (fun n => (population k q n).C) atTop (𝓝 pC)
  D : Tendsto (fun n => (population k q n).D) atTop (𝓝 pD)

/-- The common denominator of the two product yields. -/
def Rates.denom (k : Rates) : ℝ := k.AC * k.BA + k.AC * k.BD + k.AB * k.BD

/-- The rates of the Curtin-Hammett scenario: exchange with prefactor `R` between conformers
of free energies `GA`, `GB`, and reaction over transition states `G1`, `G2`. -/
def conformerRates (β GA GB G1 G2 R : ℝ) : Rates where
  AB := R * Real.exp (β * GA)
  BA := R * Real.exp (β * GB)
  AC := Real.exp (β * (GA - G1))
  BD := Real.exp (β * (GB - G2))

/-- The populations of both conformers tend to zero. -/
theorem conformers_deplete {k : Rates} (hk : k.Pos) {q : ℝ} (hq0 : 0 ≤ q) (hq1 : q ≤ 1) :
    Tendsto (fun n => (population k q n).A) atTop (𝓝 0) ∧
    Tendsto (fun n => (population k q n).B) atTop (𝓝 0) := by
  have h1 := hk.AB
  have h2 := hk.BA
  have h3 := hk.AC
  have h4 := hk.BD
  have hr0 : 0 ≤ k.AB / (k.AB + k.AC) := by positivity
  have hs0 : 0 ≤ k.BA / (k.BA + k.BD) := by positivity
  have hr1 : k.AB / (k.AB + k.AC) < 1 := by
    rw [div_lt_one (by positivity)]; linarith
  have hs1 : k.BA / (k.BA + k.BD) < 1 := by
    rw [div_lt_one (by positivity)]; linarith
  -- a common bound below one for the chance of surviving a jump
  obtain ⟨ρ, hrρ, hsρ, hρ1⟩ : ∃ ρ : ℝ, k.AB / (k.AB + k.AC) ≤ ρ ∧
      k.BA / (k.BA + k.BD) ≤ ρ ∧ ρ < 1 :=
    ⟨max _ _, le_max_left _ _, le_max_right _ _, max_lt hr1 hs1⟩
  have hρ0 : 0 ≤ ρ := hr0.trans hrρ
  have key : ∀ n, (0 ≤ (population k q n).A ∧ (population k q n).A ≤ ρ ^ n) ∧
      (0 ≤ (population k q n).B ∧ (population k q n).B ≤ ρ ^ n) := by
    intro n
    induction n with
    | zero =>
      simp only [population, pow_zero]
      exact ⟨⟨hq0, hq1⟩, by linarith, by linarith⟩
    | succ n ih =>
      obtain ⟨⟨a0, a1⟩, b0, b1⟩ := ih
      simp only [population, jump, pow_succ]
      exact ⟨⟨mul_nonneg b0 hs0, mul_le_mul b1 hsρ hs0 (pow_nonneg hρ0 n)⟩,
        mul_nonneg a0 hr0, mul_le_mul a1 hrρ hr0 (pow_nonneg hρ0 n)⟩
  have hρ := tendsto_pow_atTop_nhds_zero_of_lt_one hρ0 hρ1
  exact ⟨squeeze_zero (fun n => (key n).1.1) (fun n => (key n).1.2) hρ,
    squeeze_zero (fun n => (key n).2.1) (fun n => (key n).2.2) hρ⟩

/-- Two weighted sums of the populations, one for each product, keep their initial values
at every jump. -/
theorem conserved_sums {k : Rates} (hk : k.Pos) (q : ℝ) (n : ℕ) :
    k.denom * (population k q n).C + k.AC * (k.BA + k.BD) * (population k q n).A
      + k.AC * k.BA * (population k q n).B = k.AC * (k.BA + q * k.BD) ∧
    k.denom * (population k q n).D + k.AB * k.BD * (population k q n).A
      + k.BD * (k.AB + k.AC) * (population k q n).B = k.BD * (k.AB + (1 - q) * k.AC) := by
  have hA : k.AB + k.AC ≠ 0 := (add_pos hk.AB hk.AC).ne'
  have hB : k.BA + k.BD ≠ 0 := (add_pos hk.BA hk.BD).ne'
  have e1 : k.AB / (k.AB + k.AC) * (k.AB + k.AC) = k.AB := div_mul_cancel₀ _ hA
  have e2 : k.AC / (k.AB + k.AC) * (k.AB + k.AC) = k.AC := div_mul_cancel₀ _ hA
  have e3 : k.BA / (k.BA + k.BD) * (k.BA + k.BD) = k.BA := div_mul_cancel₀ _ hB
  have e4 : k.BD / (k.BA + k.BD) * (k.BA + k.BD) = k.BD := div_mul_cancel₀ _ hB
  induction n with
  | zero =>
    simp only [population]
    constructor <;> ring
  | succ n ih =>
    obtain ⟨ihC, ihD⟩ := ih
    simp only [population, jump, Rates.denom] at ihC ihD ⊢
    constructor
    · linear_combination ihC + (population k q n).A * (k.BA + k.BD) * e2
        + k.AC * (population k q n).B * e3
    · linear_combination ihD + (population k q n).B * (k.AB + k.AC) * e4
        + k.BD * (population k q n).A * e1

/-- The absorption probabilities in C and D exist and are given in closed form by the four
rates and the initial fraction `q` of A. -/
theorem product_yields {k : Rates} (hk : k.Pos) {q : ℝ} (hq0 : 0 ≤ q) (hq1 : q ≤ 1) :
    IsYield k q (k.AC * (k.BA + q * k.BD) / k.denom)
      (k.BD * (k.AB + (1 - q) * k.AC) / k.denom) := by
  obtain ⟨hA, hB⟩ := conformers_deplete hk hq0 hq1
  have hΔ : k.denom ≠ 0 := (add_pos (add_pos (mul_pos hk.AC hk.BA)
    (mul_pos hk.AC hk.BD)) (mul_pos hk.AB hk.BD)).ne'
  -- once the conformers are gone, a conserved sum fixes the product population
  have lim : ∀ (f : ℕ → ℝ) (a b K : ℝ), (∀ n, k.denom * f n + a * (population k q n).A
      + b * (population k q n).B = K) → Tendsto f atTop (𝓝 (K / k.denom)) := by
    intro f a b K h
    have hf : f = fun n => (K - a * (population k q n).A
        - b * (population k q n).B) / k.denom := by
      funext n
      rw [eq_div_iff hΔ]
      linear_combination h n
    have ht : Tendsto (fun n => (K - a * (population k q n).A
        - b * (population k q n).B) / k.denom) atTop
        (𝓝 ((K - a * 0 - b * 0) / k.denom)) :=
      ((tendsto_const_nhds.sub (hA.const_mul a)).sub (hB.const_mul b)).div_const _
    rw [mul_zero, mul_zero, sub_zero, sub_zero] at ht
    rw [hf]
    exact ht
  exact ⟨lim _ _ _ _ fun n => (conserved_sums hk q n).1,
    lim _ _ _ _ fun n => (conserved_sums hk q n).2⟩

/-- Boltzmann factors of the two transition states differ by the factor
`exp (β (G2 - G1))`. -/
theorem barrier_factor (β G1 G2 : ℝ) :
    Real.exp (β * (G2 - G1)) * Real.exp (-(β * G2)) = Real.exp (-(β * G1)) := by
  rw [← Real.exp_add]
  congr 1
  ring

/-- The exact product ratio at a finite exchange prefactor `R`, for an initial fraction `q`
of A. -/
theorem product_ratio (β GA GB G1 G2 : ℝ) {R q pC pD : ℝ} (hR : 0 < R) (hq0 : 0 ≤ q)
    (hq1 : q ≤ 1) (h : IsYield (conformerRates β GA GB G1 G2 R) q pC pD) :
    pC / pD = Real.exp (β * (G2 - G1)) * (R + q * Real.exp (-(β * G2)))
      / (R + (1 - q) * Real.exp (-(β * G1))) := by
  have hk : (conformerRates β GA GB G1 G2 R).Pos :=
    ⟨mul_pos hR (Real.exp_pos _), mul_pos hR (Real.exp_pos _), Real.exp_pos _, Real.exp_pos _⟩
  have hy := product_yields hk hq0 hq1
  have hΔ : (conformerRates β GA GB G1 G2 R).denom ≠ 0 := (add_pos (add_pos
    (mul_pos hk.AC hk.BA) (mul_pos hk.AC hk.BD)) (mul_pos hk.AB hk.BD)).ne'
  have hq : 0 ≤ 1 - q := by linarith
  have hn := (mul_pos hk.BD (add_pos_of_pos_of_nonneg hk.AB (mul_nonneg hq hk.AC.le))).ne'
  have hd : R + (1 - q) * Real.exp (-(β * G1)) ≠ 0 :=
    (add_pos_of_pos_of_nonneg hR (mul_nonneg hq (Real.exp_pos _).le)).ne'
  have split : ∀ G G' : ℝ, Real.exp (β * (G - G')) =
      Real.exp (β * G) * Real.exp (-(β * G')) := by
    intro G G'
    rw [← Real.exp_add]
    congr 1
    ring
  rw [tendsto_nhds_unique h.C hy.C, tendsto_nhds_unique h.D hy.D,
    div_div_div_cancel_right₀ hΔ, div_eq_div_iff hn hd]
  simp only [conformerRates]
  rw [split GA G1, split GB G2]
  -- the conformer energies enter both sides as the same factor
  linear_combination (-(Real.exp (β * GA) * Real.exp (β * GB)
    * (R + q * Real.exp (-(β * G2))) * (R + (1 - q) * Real.exp (-(β * G1)))))
    * barrier_factor β G1 G2

/-- **Curtin-Hammett principle.** For any initial mixture of the conformers (pure A is
`q = 1`), the ratio of absorption probabilities C to D tends to `exp (β (G2 - G1))` as the
exchange prefactor `R` tends to infinity. -/
theorem curtin_hammett (β GA GB G1 G2 : ℝ) {q : ℝ} (hq0 : 0 ≤ q) (hq1 : q ≤ 1)
    (pC pD : ℝ → ℝ)
    (h : ∀ R, 0 < R → IsYield (conformerRates β GA GB G1 G2 R) q (pC R) (pD R)) :
    Tendsto (fun R => pC R / pD R) atTop (𝓝 (Real.exp (β * (G2 - G1)))) := by
  have hd : 0 ≤ (1 - q) * Real.exp (-(β * G1)) :=
    mul_nonneg (by linarith) (Real.exp_pos _).le
  have h0 : Tendsto (fun R : ℝ => (q * Real.exp (-(β * G2)) - (1 - q) * Real.exp (-(β * G1)))
      / (R + (1 - q) * Real.exp (-(β * G1)))) atTop (𝓝 0) :=
    tendsto_const_nhds.div_atTop (tendsto_atTop_add_const_right _ _ tendsto_id)
  have h1 := (h0.const_add 1).const_mul (Real.exp (β * (G2 - G1)))
  rw [add_zero, mul_one] at h1
  refine h1.congr' ?_
  filter_upwards [eventually_gt_atTop (0 : ℝ)] with R hR
  have hne : R + (1 - q) * Real.exp (-(β * G1)) ≠ 0 := (add_pos_of_pos_of_nonneg hR hd).ne'
  rw [product_ratio β GA GB G1 G2 hR hq0 hq1 (h R hR), eq_div_iff hne]
  linear_combination Real.exp (β * (G2 - G1)) * div_mul_cancel₀
    (q * Real.exp (-(β * G2)) - (1 - q) * Real.exp (-(β * G1))) hne

/-- In the opposite limit of slow exchange, the product ratio tends to the initial ratio
`q / (1 - q)` of the conformers. -/
theorem slow_exchange (β GA GB G1 G2 : ℝ) {q : ℝ} (hq0 : 0 ≤ q) (hq1 : q < 1)
    (pC pD : ℝ → ℝ)
    (h : ∀ R, 0 < R → IsYield (conformerRates β GA GB G1 G2 R) q (pC R) (pD R)) :
    Tendsto (fun R => pC R / pD R) (𝓝[>] 0) (𝓝 (q / (1 - q))) := by
  have hq : 0 < 1 - q := by linarith
  have hne : 0 + (1 - q) * Real.exp (-(β * G1)) ≠ 0 := by positivity
  have hc : Tendsto (fun R : ℝ => Real.exp (β * (G2 - G1)) * (R + q * Real.exp (-(β * G2)))
      / (R + (1 - q) * Real.exp (-(β * G1)))) (𝓝 0)
      (𝓝 (Real.exp (β * (G2 - G1)) * (0 + q * Real.exp (-(β * G2)))
      / (0 + (1 - q) * Real.exp (-(β * G1))))) :=
    ((tendsto_id.add_const _).const_mul _).div (tendsto_id.add_const _) hne
  have hv : Real.exp (β * (G2 - G1)) * (0 + q * Real.exp (-(β * G2)))
      / (0 + (1 - q) * Real.exp (-(β * G1))) = q / (1 - q) := by
    rw [div_eq_div_iff hne hq.ne']
    linear_combination q * (1 - q) * barrier_factor β G1 G2
  rw [hv] at hc
  refine (hc.mono_left nhdsWithin_le_nhds).congr' ?_
  filter_upwards [self_mem_nhdsWithin] with R hR
  exact (product_ratio β GA GB G1 G2 hR hq0 hq1.le (h R hR)).symm

end

end CurtinHammett
```

```lean
#print axioms CurtinHammett.curtin_hammett
-- 'CurtinHammett.curtin_hammett' depends on axioms: [propext, Classical.choice, Quot.sound]
#print axioms CurtinHammett.slow_exchange
-- 'CurtinHammett.slow_exchange' depends on axioms: [propext, Classical.choice, Quot.sound]
```

## What the theorems cover, and how they are proved

`Rates` holds the four rate constants, `jump` is one step of the chain, and `population k q n` is the state after n jumps. `IsYield` says that `pC` and `pD` are the limits of the C and D populations. `curtin_hammett` takes yields for every R > 0 and concludes that their ratio has the stated limit; `product_yields` proves that such yields exist. The free energies and `β` may be any real numbers, and `q` lies between 0 and 1. `slow_exchange` needs `q < 1`, since for pure A the ratio diverges as R → 0⁺.

`conformers_deplete` proves the bound ρⁿ by induction and squeezes the populations to zero. `conserved_sums` checks both sums by induction, with `linear_combination` doing the algebra of one jump. `product_yields` solves each sum for the product population and takes the limit. `product_ratio` uses uniqueness of limits to insert these formulas, then cancels the conformer energies. `curtin_hammett` uses the decomposition with the leading 1, and `slow_exchange` uses continuity at R = 0.

The rate expressions are assumed, not derived from molecular dynamics. The model has two conformers, one reaction channel for each, and no return from the products. The ratio formula also assumes equal reaction prefactors; if tunnelling or recrossing corrections differ between the channels, the corrected rates can go directly into `product_yields`, which accepts any positive values. The chain counts jumps, so the theorems concern final yields and not the time needed to reach them.
